# A Householder similarity step on a Hermitian matrix is an update of rank at most two, built from one matrix-vector product

**Q:** You want a theorem that says a similarity step is cheap, but an equation between two matrices says nothing about how they are computed. Where did the cost go?

**A:** Into the arguments of a function. The updated matrix is written as a function of three inputs: the matrix $A$, the unit vector $v$ and a vector $p$ that has already been computed. The theorem then sets $p = Av$. That is the only place where $A$ multiplies anything on the right-hand side; what remains is an inner product, two outer products, scalings and subtractions. No operations are counted formally; the count is read off the formula.

**Q:** Then show me the formula by hand first. I take $A$ Hermitian, $v^*v = 1$, and $Q = 1 - 2vv^*$.

**A:** Write $\langle a,b\rangle = a^*b$ and $P = vv^*$. Since $v$ is normalised, $P^2 = v(v^*v)v^* = P$. Also $P^* = P$, so $Q^* = Q$ and
$$Q^2 = 1 - 4P + 4P^2 = 1.$$
Hence $Q$ is unitary and its own inverse, and $QAQ$ is a similarity transformation. Expanding it gives
$$QAQ = A - 2PA - 2AP + 4PAP.$$

Now put $p = Av$ and $c = \langle v,p\rangle$. Each product reduces to these two:
$$AP = pv^*, \qquad PA = (AP)^* = vp^*, \qquad PAP = v(v^*Av)v^* = c\,vv^*.$$
The middle one uses $A^* = A$. So does the fact that $c$ is real: $\bar c = (v^*Av)^* = v^*Av = c$. Therefore
$$QAQ = A - 2vp^* - 2pv^* + 4c\,vv^*.$$
Share the last term equally between the two before it. With $w = p - cv$, and $w^* = p^* - cv^*$ because $c$ is real,
$$QAQ = A - 2vw^* - 2wv^*.$$

**Q:** Fine. Which scalars does the formal version use? I care about real symmetric matrices and complex Hermitian ones.

**A:** Both are covered. The scalars form a field `K` with a conjugation `star`, which is trivial on the reals and complex conjugation on the complex numbers. The index set `n` is finite, so this concerns matrices and not operators on an infinite-dimensional space.

In Lean 4 with Mathlib:

```lean
import Mathlib

open Matrix

namespace HouseholderSimilarity

noncomputable section

-- The intended scalars `K` are ℝ or ℂ with complex conjugation as `star`; the algebra needs only
-- a field with such a conjugation.
variable {K n : Type*} [Field K] [StarRing K] [Fintype n]
```

The vector $w$ is called `residual v p`. The expression `star v ⬝ᵥ p` is $\langle v,p\rangle$, conjugate-linear in the first slot.

```lean
/-- The part `w = p - ⟨v, p⟩ v` of the vector `p` left after subtracting `⟨v, p⟩ v`. -/
def residual (v p : n → K) : n → K := p - (star v ⬝ᵥ p) • v
```

Next comes the function with the three inputs. `vecMulVec a b` is the matrix with entries $a_i b_j$, without conjugation, so $vw^*$ appears as `vecMulVec v (star w)` with $w$ replaced by the residual.

```lean
/-- The update `A - 2 v w* - 2 w v*`, computed from `A`, `v` and a given vector `p`,
with `w = p - ⟨v, p⟩ v`. -/
def rankTwoUpdate (A : Matrix n n K) (v p : n → K) : Matrix n n K :=
  A - (2 : K) • vecMulVec v (star (residual v p))
    - (2 : K) • vecMulVec (residual v p) (star v)
```

**Q:** If $p$ is an arbitrary argument, someone could pass in the wrong vector.

**A:** They could, and the definition would still return a matrix. Only the main theorem, where the argument is `A *ᵥ v`, identifies that matrix with $QAQ$.

**Q:** What has to be established before that theorem?

**A:** Three facts about outer products, all checked entry by entry. The first is $(c\,ab^{T})x = c\,(b^{T}x)\,a$.

```lean
omit [StarRing K] in
/-- The scaled outer product `c a bᵀ` sends `x` to `c (b · x) a`. -/
theorem outer_mulVec (c : K) (a b x : n → K) :
    (c • vecMulVec a b) *ᵥ x = (c * (b ⬝ᵥ x)) • a := by
  ext i
  simp only [Matrix.mulVec, dotProduct, Matrix.smul_apply, vecMulVec_apply, Pi.smul_apply,
    smul_eq_mul, Finset.mul_sum, Finset.sum_mul]
  exact Finset.sum_congr rfl fun k _ => by ring
```

The second, $M(ab^{T}) = (Ma)b^{T}$, is what turns a matrix-matrix product into a matrix-vector product.

```lean
omit [StarRing K] in
/-- A matrix times an outer product is an outer product: `M (a bᵀ) = (M a) bᵀ`. -/
theorem mul_outer (M : Matrix n n K) (a b : n → K) :
    M * vecMulVec a b = vecMulVec (M *ᵥ a) b := by
  ext i j
  simp only [Matrix.mul_apply, vecMulVec_apply, Matrix.mulVec, dotProduct, Finset.sum_mul,
    mul_assoc]
```

The third is $(ab^*)^* = ba^*$.

```lean
omit [Fintype n] in
/-- The adjoint of `a b*` is `b a*`. -/
theorem outer_adjoint (a b : n → K) :
    (vecMulVec a (star b))ᴴ = vecMulVec b (star a) := by
  ext i j
  rw [Matrix.conjTranspose_apply, vecMulVec_apply, vecMulVec_apply, Pi.star_apply,
    Pi.star_apply, star_mul, star_star]
```

**Q:** And "rank two"? I don't see a rank anywhere.

**A:** The file states how the update acts, and the bound on the rank can be read off from that:
$$x \mapsto Ax - 2\langle w,x\rangle v - 2\langle v,x\rangle w.$$
The change in $Ax$ always lies in the span of $v$ and $w$, so the correction has rank at most two. If $w = 0$ the correction vanishes.

```lean
/-- The updated matrix acts by `x ↦ A x - 2 ⟨w, x⟩ v - 2 ⟨v, x⟩ w`, where `w = p - ⟨v, p⟩ v`. -/
theorem update_mulVec (A : Matrix n n K) (v p x : n → K) :
    rankTwoUpdate A v p *ᵥ x = A *ᵥ x - (2 * (star (residual v p) ⬝ᵥ x)) • v
      - (2 * (star v ⬝ᵥ x)) • residual v p := by
  rw [rankTwoUpdate, Matrix.sub_mulVec, Matrix.sub_mulVec, outer_mulVec, outer_mulVec]
```

**Q:** Now the reflector itself.

**A:** Its definition is the one you wrote down.

```lean
variable [DecidableEq n]

/-- The matrix `Q = 1 - 2 v v*`, which is the Householder matrix of `v` when `v` is a unit vector.
-/
def reflector (v : n → K) : Matrix n n K := 1 - (2 : K) • vecMulVec v (star v)
```

On a vector it subtracts twice the component along $v$: $Qx = x - 2\langle v,x\rangle v$.

```lean
/-- The matrix `Q = 1 - 2 v v*` acts on a vector by `Q x = x - 2 ⟨v, x⟩ v`. -/
theorem reflector_mulVec (v x : n → K) :
    reflector v *ᵥ x = x - (2 * (star v ⬝ᵥ x)) • v := by
  rw [reflector, Matrix.sub_mulVec, Matrix.one_mulVec, outer_mulVec]
```

The next lemma is the calculation $Q^* = Q$, $Q^2 = 1$. In it `hQ` is Hermiticity and `hPP` is $P^2 = P$, the one place where normalisation enters. The last lines expand the product and let `ring` confirm the cancellation in each entry. Over the reals, membership in `Matrix.unitaryGroup` means that $Q$ is orthogonal.

```lean
/-- For a unit vector `v` the Householder matrix is Hermitian and unitary. -/
theorem reflector_unitary {v : n → K} (hv : star v ⬝ᵥ v = 1) :
    (reflector v)ᴴ = reflector v ∧ reflector v ∈ Matrix.unitaryGroup n K := by
  have h2 : star (2 : K) = 2 := by
    rw [← one_add_one_eq_two, star_add, star_one]
  have hQ : (reflector v)ᴴ = reflector v := by
    rw [reflector, Matrix.conjTranspose_sub, Matrix.conjTranspose_one,
      Matrix.conjTranspose_smul, outer_adjoint, h2]
  -- `v v*` is a projector because `v` is normalised
  have hPP : vecMulVec v (star v) * vecMulVec v (star v) = vecMulVec v (star v) := by
    have h := outer_mulVec 1 v (star v) v
    rw [one_smul, one_mul, hv, one_smul] at h
    rw [mul_outer, h]
  refine ⟨hQ, ?_⟩
  rw [Matrix.mem_unitaryGroup_iff, Matrix.star_eq_conjTranspose, hQ, reflector]
  simp only [sub_mul, mul_sub, one_mul, mul_one, Matrix.smul_mul, Matrix.mul_smul, hPP]
  generalize vecMulVec v (star v) = P
  generalize (1 : Matrix n n K) = I
  ext i j
  simp only [Matrix.sub_apply, Matrix.smul_apply, smul_eq_mul]
  ring
```

**Q:** So the main theorem should assume exactly two things, $A^* = A$ and $v^*v = 1$.

**A:** Those are `hA` and `hv`. The conclusion has two parts: $Q$ is unitary, and $QAQ$ equals `rankTwoUpdate A v (A *ᵥ v)`. The proof uses the steps of the hand derivation, with the reality of $c$ moved to the front. `hc` says that $c$ is real, and `expand` is the four-term expansion, stated for any matrix $P$. Then `hAP`, `hPA` and `hPAP` are the three reductions, with `hPA` obtained by taking the adjoint of `hAP`. After substitution, `generalize` replaces $c$, $p$, $v^*$ and $p^*$ by plain symbols, and `ring` collects the terms entry by entry.

```lean
/-- Householder similarity step: for Hermitian `A` and a unit vector `v`, the matrix
`Q = 1 - 2 v v*` is unitary and `Q A Q = A - 2 v w* - 2 w v*`, where `p = A v` and
`w = p - ⟨v, p⟩ v`. -/
theorem householder_similarity_step {A : Matrix n n K} (hA : A.IsHermitian)
    {v : n → K} (hv : star v ⬝ᵥ v = 1) :
    reflector v ∈ Matrix.unitaryGroup n K ∧
      reflector v * A * reflector v = rankTwoUpdate A v (A *ᵥ v) := by
  refine ⟨(reflector_unitary hv).2, ?_⟩
  -- the expectation value `⟨v, A v⟩` is real
  have hc : star (star v ⬝ᵥ (A *ᵥ v)) = star v ⬝ᵥ (A *ᵥ v) := by
    rw [← Matrix.star_dotProduct, Matrix.star_mulVec, hA.eq, ← Matrix.dotProduct_mulVec]
  have expand : ∀ P : Matrix n n K, (1 - (2 : K) • P) * A * (1 - (2 : K) • P)
      = A - (2 : K) • (P * A) - (2 : K) • (A * P) + (4 : K) • (P * (A * P)) := by
    intro P
    simp only [sub_mul, mul_sub, one_mul, mul_one, Matrix.smul_mul, Matrix.mul_smul,
      Matrix.mul_assoc]
    generalize P * (A * P) = Z
    generalize P * A = X
    generalize A * P = Y
    ext i j
    simp only [Matrix.sub_apply, Matrix.add_apply, Matrix.smul_apply, smul_eq_mul]
    ring
  -- every product with `A` reduces to the single vector `p = A v`
  have hAP := mul_outer A v (star v)
  have hPA := congrArg Matrix.conjTranspose hAP
  rw [Matrix.conjTranspose_mul, outer_adjoint, outer_adjoint, hA.eq] at hPA
  have hPAP : vecMulVec v (star v) * vecMulVec (A *ᵥ v) (star v)
      = vecMulVec ((star v ⬝ᵥ (A *ᵥ v)) • v) (star v) := by
    have h := outer_mulVec 1 v (star v) (A *ᵥ v)
    rw [one_smul, one_mul] at h
    rw [mul_outer, h]
  rw [reflector, expand, hAP, hPA, hPAP]
  simp only [rankTwoUpdate, residual, star_sub, star_smul, hc]
  generalize star v ⬝ᵥ (A *ᵥ v) = c
  generalize A *ᵥ v = p
  generalize star p = p'
  generalize star v = v'
  ext i j
  simp only [Matrix.sub_apply, Matrix.add_apply, Matrix.smul_apply, vecMulVec_apply,
    Pi.sub_apply, Pi.smul_apply, smul_eq_mul]
  ring
```

**Q:** Is there a degenerate case? I would expect nothing to happen if $v$ is an eigenvector.

**A:** Nothing happens then, and only then. Since $\langle v,w\rangle = c - c = 0$, applying the updated matrix to $v$ gives
$$(A - 2vw^* - 2wv^*)v = Av - 2w.$$
If the update leaves $A$ unchanged, then $2w = 0$, so $w = 0$ and $Av = cv$. Conversely, $w = 0$ removes both correction terms. The formal proof has these same two directions. It adds `CharZero K`, true for real and complex numbers, in order to divide by 2.

```lean
/-- For a unit vector `v`, the similarity step leaves the Hermitian matrix `A` unchanged
exactly when `A v = ⟨v, A v⟩ v`. -/
theorem step_trivial_iff [CharZero K] {A : Matrix n n K} (hA : A.IsHermitian)
    {v : n → K} (hv : star v ⬝ᵥ v = 1) :
    reflector v * A * reflector v = A ↔ A *ᵥ v = (star v ⬝ᵥ (A *ᵥ v)) • v := by
  rw [(householder_similarity_step hA hv).2]
  constructor
  · intro h
    -- `w` is orthogonal to `v`, so applying the update to `v` isolates `w`
    have h0 : star v ⬝ᵥ residual v (A *ᵥ v) = 0 := by
      rw [residual, dotProduct_sub, dotProduct_smul, hv, smul_eq_mul, mul_one, sub_self]
    have h1 : star (residual v (A *ᵥ v)) ⬝ᵥ v = 0 := by
      rw [Matrix.star_dotProduct, h0, star_zero]
    have h2 : rankTwoUpdate A v (A *ᵥ v) *ᵥ v = A *ᵥ v := by rw [h]
    rw [update_mulVec, h1, hv, mul_zero, zero_smul, sub_zero, mul_one] at h2
    have h3 : (2 : K) • residual v (A *ᵥ v) = 0 := sub_eq_self.1 h2
    exact sub_eq_zero.1 ((smul_eq_zero.1 h3).resolve_left two_ne_zero)
  · intro h
    have hw : residual v (A *ᵥ v) = 0 := sub_eq_zero.2 h
    ext i j
    simp only [rankTwoUpdate, hw, star_zero, Matrix.sub_apply, Matrix.smul_apply,
      vecMulVec_apply, Pi.zero_apply, mul_zero, zero_mul, smul_zero, sub_zero]
```

The smallest case is a $1\times1$ matrix. There $v$ is a number of modulus one, $Q = -1$, and $QAQ = A$. Every nonzero vector is an eigenvector, in agreement with the criterion.

**Q:** So far $v$ is arbitrary. In tridiagonalisation it is chosen to create zeros. Is that in there?

**A:** The effect of the right choice is. Suppose you want $Qx = y$, and $d = x - y = sv$ with $s \neq 0$. A unitary map preserves norms, so $\langle x,x\rangle = \langle y,y\rangle$ is needed. A Hermitian $Q$ also makes $\langle x,Qx\rangle$ real, so $\langle x,y\rangle = \langle y,x\rangle$ is needed as well; for real vectors this is automatic. With both,
$$\langle d,d\rangle = 2\langle x,x\rangle - 2\langle y,x\rangle = 2\langle d,x\rangle.$$
Inserting $d = sv$ gives $\bar s s = 2\bar s\langle v,x\rangle$, hence $2\langle v,x\rangle = s$ and $Qx = x - sv = y$. In the code `e` is the displayed identity and `h2` is the value of $2\langle v,x\rangle$.

```lean
/-- If `x` and `y` have equal norm and real overlap, and `x - y` is a nonzero multiple of
the unit vector `v`, then the Householder matrix sends `x` to `y`. -/
theorem reflector_maps {v x y : n → K} {s : K} (hv : star v ⬝ᵥ v = 1) (hs : s ≠ 0)
    (hd : x - y = s • v) (hn : star x ⬝ᵥ x = star y ⬝ᵥ y)
    (hr : star x ⬝ᵥ y = star y ⬝ᵥ x) : reflector v *ᵥ x = y := by
  have e : star (x - y) ⬝ᵥ (x - y) = 2 * (star (x - y) ⬝ᵥ x) := by
    simp only [star_sub, sub_dotProduct, dotProduct_sub]
    linear_combination -hn - hr
  simp only [hd, star_smul, smul_dotProduct, dotProduct_smul, hv, smul_eq_mul, mul_one] at e
  -- the reflection removes exactly the difference `x - y`
  have h2 : 2 * (star v ⬝ᵥ x) = s := by
    apply mul_left_cancel₀ (fun h => hs (star_eq_zero.1 h) : star s ≠ 0)
    linear_combination -e
  rw [reflector_mulVec, h2, ← hd, sub_sub_cancel]
```

**Q:** That reflects a vector. I need a column of the transformed matrix.

**A:** Let $e$ be the basis vector that selects the column, and take $v$ orthogonal to it. Then $Qe = e$, so
$$QAQe = QAe = y \quad\text{if } Q \text{ sends } x = Ae \text{ to } y.$$
The column $Ae$ has become $y$. Since $v$ is orthogonal to $e$, the diagonal entry of the column cannot change, and equality of norms fixes the norm of the remaining entries. For tridiagonalisation you choose $y$ so that, below the diagonal, only the first entry may be nonzero. The proof rewrites the update back into $QAQ$, removes the inner reflector using `he`, and applies the previous lemma. It doesn't require $e$ to be a basis vector; orthogonality to $v$ is enough.

```lean
/-- Column reduction: let `v` be a unit vector orthogonal to `e`, with `A e - y` a nonzero
multiple of `v`, where `A e` and `y` have equal norm and real overlap. Then the updated
matrix sends `e` to `y`. -/
theorem update_reduces_column {A : Matrix n n K} (hA : A.IsHermitian)
    {v e y : n → K} {s : K} (hv : star v ⬝ᵥ v = 1) (he : star v ⬝ᵥ e = 0) (hs : s ≠ 0)
    (hd : A *ᵥ e - y = s • v) (hn : star (A *ᵥ e) ⬝ᵥ (A *ᵥ e) = star y ⬝ᵥ y)
    (hr : star (A *ᵥ e) ⬝ᵥ y = star y ⬝ᵥ (A *ᵥ e)) :
    rankTwoUpdate A v (A *ᵥ v) *ᵥ e = y := by
  rw [← (householder_similarity_step hA hv).2, ← Matrix.mulVec_mulVec,
    ← Matrix.mulVec_mulVec, reflector_mulVec v e, he, mul_zero, zero_smul, sub_zero]
  exact reflector_maps hv hs hd hn hr

end

end HouseholderSimilarity
```

```lean
#print axioms HouseholderSimilarity.householder_similarity_step
-- 'HouseholderSimilarity.householder_similarity_step' depends on axioms: [propext, Classical.choice, Quot.sound]
#print axioms HouseholderSimilarity.step_trivial_iff
-- 'HouseholderSimilarity.step_trivial_iff' depends on axioms: [propext, Classical.choice, Quot.sound]
#print axioms HouseholderSimilarity.update_reduces_column
-- 'HouseholderSimilarity.update_reduces_column' depends on axioms: [propext, Classical.choice, Quot.sound]
```

**Q:** Does the theorem find $v$ for me?

**A:** No, it takes a suitable $v$ as given. In practice you form $x - y$ and normalise it. If $x$ already equals $y$, that column needs no reflection. Nor does the file assemble the steps into a complete Householder tridiagonalisation; it treats one step in exact arithmetic and leaves rounding aside.

**Q:** Give me a case small enough to follow.

**A:** For a real $2\times2$ matrix, with $e$ the first basis vector, $v$ can only be plus or minus the second one, and the step flips the sign of the off-diagonal element. The first size at which a zero has to be created is $3\times3$. Take
$$A = \begin{pmatrix}1&3&4\\3&2&0\\4&0&7\end{pmatrix},\qquad x = \begin{pmatrix}1\\3\\4\end{pmatrix},\qquad y = \begin{pmatrix}1\\-5\\0\end{pmatrix}.$$
The norms agree, since $3^2+4^2 = 5^2$. The difference $x - y = (0,8,4)^T$ gives the normalised vector $v = (0,2,1)^T/\sqrt5$. Then
$$p = Av = \tfrac{1}{\sqrt5}(10,4,7)^T,\qquad c = 3,\qquad w = \tfrac{1}{\sqrt5}(10,-2,4)^T,$$
and the update gives
$$A - 2vw^T - 2wv^T = \begin{pmatrix}1&-5&0\\-5&5.2&-2.4\\0&-2.4&3.8\end{pmatrix}.$$
The first column is $y$, the matrix is tridiagonal, and the trace is still 10.

**Q:** Why $-5$ and not $+5$?

**A:** Both satisfy the hypotheses. With $-5$, the second component of $x - y$ is $3 + 5$, a sum of numbers of the same sign, so no digits are lost to cancellation in floating point.

**Q:** And in a real program?

**A:** An unblocked dense routine repeats four operations for each column: build $v$ from the part of the column below the diagonal, compute $p = Av$, correct it to $w$, and subtract the two outer products. The vector $v$ vanishes on the rows already treated, and those rows are zero in the columns where $v$ is nonzero, so the work is confined to the trailing block. Only one triangle of the symmetric matrix has to be stored and updated. For a dense block of size $m$, the product and the update each take of order $m^2$ operations, whereas forming $QAQ$ with two general matrix products would take of order $m^3$. For real matrices, many codes keep $v$ unnormalised and carry a separate scale factor, which moves the factors of 2 around without changing the matrix. Codes for complex Hermitian matrices may let this factor be complex, so that the tridiagonal matrix comes out real; $Q$ is then unitary but in general not Hermitian, a variant that the theorem here doesn't cover.

**Q:** Where would I meet this in electronic structure?

**A:** When a finite Hamiltonian or Fock matrix in an orthonormal basis is diagonalised by a dense solver, reduction to tridiagonal form by such reflections is a common first stage. Each exact step preserves the eigenvalues, because $Q$ is unitary and its own inverse.
